# The Jacobian $|l_1-l_2|$ between the entries of a real symmetric 2×2 matrix and its levels and angle

## Coordinates and conventions

A real symmetric Hamiltonian on two states is written

$$H=\begin{pmatrix} a & c\\ c & b\end{pmatrix}.$$

It can be described by its entries $(a,b,c)$ or by its spectral coordinates $(l_1,l_2,\theta)$: two levels and the angle of the eigenvectors. Energies are dimensionless and angles are in radians. Both triples have the Lean type `Fin 3 → ℝ`, with indices starting at zero. For a spectral point `p`, the values `p 0`, `p 1`, `p 2` are $l_1,l_2,\theta$; for an entry point `x`, the values `x 0`, `x 1`, `x 2` are $a,b,c$. Volume on either space is ordinary Lebesgue measure, so the flat measure on matrices is $da\,db\,dc$, with the off-diagonal entry counted once.

```lean
import Mathlib

open Matrix MeasureTheory
open scoped ENNReal

namespace GOELevelRepulsion

noncomputable section
```

The eigenvectors are the columns of the rotation

$$R(\theta)=\begin{pmatrix}\cos\theta & -\sin\theta\\ \sin\theta & \cos\theta\end{pmatrix}.$$

```lean
/-- The rotation of the plane by the angle `θ`. -/
def rotation (θ : ℝ) : Matrix (Fin 2) (Fin 2) ℝ :=
  !![Real.cos θ, -Real.sin θ; Real.sin θ, Real.cos θ]
```

The Hamiltonian with levels $l_1,l_2$ and angle $\theta$ is $R(\theta)\,\mathrm{diag}(l_1,l_2)\,R(\theta)^T$, defined as this matrix product.

```lean
/-- The Hamiltonian `R(θ) diag(l1, l2) R(θ)ᵀ` with spectral coordinates `p = (l1, l2, θ)`. -/
def rotated (p : Fin 3 → ℝ) : Matrix (Fin 2) (Fin 2) ℝ :=
  rotation (p 2) * !![p 0, 0; 0, p 1] * (rotation (p 2))ᵀ
```

In the other direction, three numbers $(a,b,c)$ determine a symmetric matrix.

```lean
/-- The real symmetric matrix `[[a, c], [c, b]]` with entries `x = (a, b, c)`. -/
def symm (x : Fin 3 → ℝ) : Matrix (Fin 2) (Fin 2) ℝ :=
  !![x 0, x 2; x 2, x 1]
```

The map under study, $F(l_1,l_2,\theta)=(a,b,c)$, reads the entries off the product.

```lean
/-- The map from `(l1, l2, θ)` to the two diagonal entries and the upper off-diagonal entry
of the rotated Hamiltonian. -/
def entries (p : Fin 3 → ℝ) : Fin 3 → ℝ :=
  ![rotated p 0 0, rotated p 1 1, rotated p 0 1]
```

Its expected matrix of partial derivatives has rows $a,b,c$ and columns $l_1,l_2,\theta$. Inside this definition the local names `s` and `c` mean $\sin\theta$ and $\cos\theta$. The definition is only a candidate until the derivative has been computed.

```lean
/-- The matrix of partial derivatives of `(a, b, c)` with respect to `(l1, l2, θ)`. -/
def jacobian (p : Fin 3 → ℝ) : Matrix (Fin 3) (Fin 3) ℝ :=
  let s := Real.sin (p 2)
  let c := Real.cos (p 2)
  !![c * c, s * s, -(2 * (p 0 - p 1) * s * c);
     s * s, c * c, 2 * (p 0 - p 1) * s * c;
     s * c, -(s * c), (p 0 - p 1) * (c * c - s * s)]
```

Spectral coordinates are redundant. Since $R(\theta+\pi)=-R(\theta)$, a shift of $\theta$ by $\pi$ leaves $H$ unchanged, and so does exchanging the levels while shifting $\theta$ by $\pi/2$. The region $l_1>l_2$, $-\pi/2<\theta\le\pi/2$ removes both ambiguities.

```lean
/-- Spectral coordinates with ordered levels `l1 > l2` and angle `-π/2 < θ ≤ π/2`. -/
def chamber : Set (Fin 3 → ℝ) :=
  {p | p 1 < p 0 ∧ -(Real.pi / 2) < p 2 ∧ p 2 ≤ Real.pi / 2}
```

## Entries of the rotated Hamiltonian

The product is symmetric because $(RDR^T)^T=RDR^T$ for diagonal $D$. It is therefore fixed by its two diagonal entries and one off-diagonal entry.

```lean
/-- The rotated Hamiltonian is the symmetric matrix built from its three entries. -/
theorem rotated_eq_symm (p : Fin 3 → ℝ) : rotated p = symm (entries p) := by
  have h : rotated p 1 0 = rotated p 0 1 := by
    simp [rotated, rotation, Matrix.mul_apply, Fin.sum_univ_two]
    ring
  ext i j
  fin_cases i <;> fin_cases j <;> simp [symm, entries, h]
```

Multiplying out gives

$$a=l_1\cos^2\theta+l_2\sin^2\theta,\qquad b=l_1\sin^2\theta+l_2\cos^2\theta,\qquad c=(l_1-l_2)\sin\theta\cos\theta.$$

```lean
/-- The entries of the rotated Hamiltonian as explicit functions of levels and angle. -/
theorem entries_eq (p : Fin 3 → ℝ) : entries p =
    ![p 0 * (Real.cos (p 2) * Real.cos (p 2)) + p 1 * (Real.sin (p 2) * Real.sin (p 2)),
      p 0 * (Real.sin (p 2) * Real.sin (p 2)) + p 1 * (Real.cos (p 2) * Real.cos (p 2)),
      (p 0 - p 1) * (Real.sin (p 2) * Real.cos (p 2))] := by
  ext i
  fin_cases i <;>
    simp [entries, rotated, rotation, Matrix.mul_apply, Fin.sum_univ_two] <;> ring
```

## The derivative and its determinant

The level derivatives are the coefficients of $l_1$ and $l_2$ above. The angular ones are

$$\partial_\theta a=-2(l_1-l_2)\sin\theta\cos\theta,\qquad \partial_\theta b=-\partial_\theta a,\qquad \partial_\theta c=(l_1-l_2)(\cos^2\theta-\sin^2\theta).$$

```lean
/-- The map from levels and angle to matrix entries is differentiable, and its derivative is
the matrix of partial derivatives. -/
theorem hasFDerivAt_entries (p : Fin 3 → ℝ) :
    HasFDerivAt entries (LinearMap.toContinuousLinearMap (Matrix.toLin' (jacobian p))) p := by
  have h (i : Fin 3) : HasFDerivAt (fun q : Fin 3 → ℝ => q i)
      (ContinuousLinearMap.proj i : (Fin 3 → ℝ) →L[ℝ] ℝ) p := hasFDerivAt_apply i p
  have hc := (h 2).cos
  have hs := (h 2).sin
  rw [funext entries_eq]
  -- differentiate each entry by the product rule
  refine hasFDerivAt_pi'.2 fun i => ?_
  fin_cases i
  · refine (((h 0).mul (hc.mul hc)).add ((h 1).mul (hs.mul hs))).congr_fderiv ?_
    refine ContinuousLinearMap.ext fun v => ?_
    simp [jacobian, dotProduct, Fin.sum_univ_three]
    ring
  · refine (((h 0).mul (hs.mul hs)).add ((h 1).mul (hc.mul hc))).congr_fderiv ?_
    refine ContinuousLinearMap.ext fun v => ?_
    simp [jacobian, dotProduct, Fin.sum_univ_three]
    ring
  · refine (((h 0).sub (h 1)).mul (hs.mul hc)).congr_fderiv ?_
    refine ContinuousLinearMap.ext fun v => ?_
    simp [jacobian, dotProduct, Fin.sum_univ_three]
    ring
```

`HasFDerivAt` says that this matrix, as a linear map, is the Fréchet derivative of $F$. The proof treats the three components separately with `hasFDerivAt_pi'`, applies the product rule, and compares the result with the corresponding matrix row on an arbitrary vector `v`.

Write $C=\cos\theta$, $S=\sin\theta$ and $\Delta=l_1-l_2$. Expanding the determinant along the third column gives

$$\begin{aligned}
\det DF&=2\Delta S^2C^2(S^2+C^2)+2\Delta S^2C^2(S^2+C^2)+\Delta(C^2-S^2)(C^4-S^4)\\
&=\Delta(S^2+C^2)\left[4S^2C^2+(C^2-S^2)^2\right]\\
&=\Delta(S^2+C^2)^3=\Delta.
\end{aligned}$$

Hence $|\det DF|=|l_1-l_2|$ at every point, including coincident levels, where the determinant vanishes.

```lean
/-- The Jacobian determinant of the map from `(l1, l2, θ)` to the matrix entries `(a, b, c)`
has absolute value `|l1 - l2|`. -/
theorem abs_det_fderiv_entries (p : Fin 3 → ℝ) :
    |(fderiv ℝ entries p).det| = |p 0 - p 1| := by
  have hdet : (jacobian p).det = p 0 - p 1 := by
    have hs := Real.sin_sq_add_cos_sq (p 2)
    simp [jacobian, Matrix.det_fin_three]
    -- the determinant is `(l1 - l2) (sin² + cos²)³`
    linear_combination (p 0 - p 1) * ((Real.sin (p 2) ^ 2 + Real.cos (p 2) ^ 2) ^ 2
      + (Real.sin (p 2) ^ 2 + Real.cos (p 2) ^ 2) + 1) * hs
  rw [(hasFDerivAt_entries p).fderiv, LinearMap.det_toContinuousLinearMap,
    LinearMap.det_toLin', hdet]
```

The `linear_combination` step uses $u^3-1=(u^2+u+1)(u-1)$ with $u=S^2+C^2$. The theorem concerns `fderiv ℝ entries p`, the actual derivative of the map, and has no hypothesis on `p`.

## Gap and angle as polar coordinates

Adding and subtracting the diagonal entries, and using the double-angle formulas, gives

$$a+b=l_1+l_2,\qquad a-b=(l_1-l_2)\cos2\theta,\qquad 2c=(l_1-l_2)\sin2\theta.$$

```lean
/-- The trace is the sum of the levels, while `a - b` and `2c` are the components of a plane
vector with signed length `l1 - l2` and angle `2θ`. -/
theorem double_angle (p : Fin 3 → ℝ) :
    entries p 0 + entries p 1 = p 0 + p 1 ∧
    entries p 0 - entries p 1 = (p 0 - p 1) * Real.cos (2 * p 2) ∧
    2 * entries p 2 = (p 0 - p 1) * Real.sin (2 * p 2) := by
  have e0 : entries p 0 = p 0 * (Real.cos (p 2) * Real.cos (p 2))
      + p 1 * (Real.sin (p 2) * Real.sin (p 2)) := congrFun (entries_eq p) 0
  have e1 : entries p 1 = p 0 * (Real.sin (p 2) * Real.sin (p 2))
      + p 1 * (Real.cos (p 2) * Real.cos (p 2)) := congrFun (entries_eq p) 1
  have e2 : entries p 2 = (p 0 - p 1) * (Real.sin (p 2) * Real.cos (p 2)) :=
    congrFun (entries_eq p) 2
  have hs := Real.sin_sq_add_cos_sq (p 2)
  rw [e0, e1, e2, Real.cos_two_mul, Real.sin_two_mul]
  refine ⟨?_, ?_, ?_⟩
  · linear_combination (p 0 + p 1) * hs
  · linear_combination -(p 0 - p 1) * hs
  · ring
```

Squaring and adding the last two relations gives

$$(l_1-l_2)^2=(a-b)^2+(2c)^2.$$

A degeneracy thus requires two conditions, $a=b$ and $c=0$.

```lean
/-- The squared level spacing is `(a - b)² + (2c)²`. -/
theorem gap_sq (p : Fin 3 → ℝ) :
    (p 0 - p 1) ^ 2 = (entries p 0 - entries p 1) ^ 2 + (2 * entries p 2) ^ 2 := by
  obtain ⟨-, a2, a3⟩ := double_angle p
  rw [a2, a3]
  linear_combination -(p 0 - p 1) ^ 2 * Real.sin_sq_add_cos_sq (2 * p 2)
```

Suppose two points of the chamber, with angles $\theta$ and $\theta'$, give the same entries. Their gaps have equal squares and are positive, so the gaps agree. Dividing by the gap shows that $2\theta$ and $2\theta'$ have the same cosine and sine, whence $\cos(2\theta-2\theta')=1$. Both doubled angles lie in $(-\pi,\pi]$, so their difference lies strictly between $-2\pi$ and $2\pi$ and must be zero. The trace and the gap then fix both levels.

```lean
/-- With ordered distinct levels and `-π/2 < θ ≤ π/2`, the matrix entries determine the levels
and the angle. -/
theorem injOn_entries : Set.InjOn entries chamber := by
  intro p hp q hq h
  obtain ⟨hp1, hp2, hp3⟩ := hp
  obtain ⟨hq1, hq2, hq3⟩ := hq
  obtain ⟨a1, a2, a3⟩ := double_angle p
  obtain ⟨b1, b2, b3⟩ := double_angle q
  have P := gap_sq p
  rw [h] at a1 a2 a3 P
  -- equal entries give equal gaps, then equal angles
  have g : p 0 - p 1 = q 0 - q 1 :=
    (sq_eq_sq₀ (by linarith) (by linarith)).1 (P.trans (gap_sq q).symm)
  have hg : q 0 - q 1 ≠ 0 := (sub_pos.2 hq1).ne'
  rw [g] at a2 a3
  have hc : Real.cos (2 * p 2) = Real.cos (2 * q 2) := mul_left_cancel₀ hg (a2.symm.trans b2)
  have hs : Real.sin (2 * p 2) = Real.sin (2 * q 2) := mul_left_cancel₀ hg (a3.symm.trans b3)
  have hd : Real.cos (2 * p 2 - 2 * q 2) = 1 := by
    rw [Real.cos_sub, hc, hs]
    linear_combination Real.sin_sq_add_cos_sq (2 * q 2)
  have hz := (Real.cos_eq_one_iff_of_lt_of_lt (by linarith) (by linarith)).1 hd
  funext i
  fin_cases i
  · show p 0 = q 0; linarith
  · show p 1 = q 1; linarith
  · show p 2 = q 2; linarith
```

The chamber reaches every matrix that is not a multiple of the identity. Given such a matrix, set $z=(a-b)+2ic\neq0$ and choose

$$l_1=\frac{a+b+|z|}{2},\qquad l_2=\frac{a+b-|z|}{2},\qquad \theta=\frac{\arg z}{2}.$$

Then $l_1-l_2=|z|>0$, and the double-angle relations return $a$, $b$ and $c$. Conversely, a multiple of the identity has zero gap and cannot come from the chamber.

```lean
/-- The matrices reached from ordered distinct levels and `-π/2 < θ ≤ π/2` are exactly those
with `a ≠ b` or `c ≠ 0`. -/
theorem image_chamber : entries '' chamber = {x | x 0 ≠ x 1 ∨ x 2 ≠ 0} := by
  ext x
  constructor
  · rintro ⟨p, ⟨h1, -, -⟩, rfl⟩
    by_contra hn
    simp only [Set.mem_ofPred_eq, ne_eq, not_or, not_not] at hn
    have h0 := gap_sq p
    rw [hn.1, hn.2, sub_self] at h0
    have h2 := pow_pos (sub_pos.2 h1) 2
    linarith
  · intro hx
    -- the gap and twice the angle are the polar coordinates of `(a - b) + 2ic`
    obtain ⟨z, hre, him⟩ : ∃ z : ℂ, z.re = x 0 - x 1 ∧ z.im = 2 * x 2 :=
      ⟨⟨_, _⟩, rfl, rfl⟩
    have hz : z ≠ 0 := by
      intro h
      rw [h, Complex.zero_re] at hre
      rw [h, Complex.zero_im] at him
      rcases hx with hx | hx
      · exact hx (by linarith)
      · exact hx (by linarith)
    have hn : 0 < ‖z‖ := norm_pos_iff.2 hz
    obtain ⟨p, h0, h1, h2⟩ : ∃ p : Fin 3 → ℝ, p 0 = (x 0 + x 1 + ‖z‖) / 2 ∧
        p 1 = (x 0 + x 1 - ‖z‖) / 2 ∧ p 2 = Complex.arg z / 2 :=
      ⟨![_, _, _], rfl, rfl, rfl⟩
    have hp : p ∈ chamber := by
      show p 1 < p 0 ∧ -(Real.pi / 2) < p 2 ∧ p 2 ≤ Real.pi / 2
      exact ⟨by linarith, by linarith [Complex.neg_pi_lt_arg z],
        by linarith [Complex.arg_le_pi z]⟩
    obtain ⟨a1, a2, a3⟩ := double_angle p
    have hg : p 0 - p 1 = ‖z‖ := by linarith
    have ht : 2 * p 2 = Complex.arg z := by linarith
    rw [hg, ht, Complex.norm_mul_cos_arg] at a2
    rw [hg, ht, Complex.norm_mul_sin_arg] at a3
    refine ⟨p, hp, ?_⟩
    funext i
    fin_cases i
    · show entries p 0 = x 0; linarith
    · show entries p 1 = x 1; linarith
    · show entries p 2 = x 2; linarith
```

Mathlib's `Complex.arg` takes values in $(-\pi,\pi]$, which is exactly the range of $2\theta$ in the chamber.

## Changing variables in the integral

For a non-negative function $g$ of the entries, the Jacobian and the one-to-one parametrisation give

$$\int g(a,b,c)\,da\,db\,dc=\int_{l_1>l_2}\int_{-\pi/2}^{\pi/2}|l_1-l_2|\,g(F(l_1,l_2,\theta))\,d\theta\,dl_1\,dl_2.$$

The left side runs over all symmetric matrices. The chamber misses only the line $a=b$, $c=0$, which has zero volume.

The proof turns on Mathlib's `lintegral_image_eq_lintegral_abs_det_fderiv_mul`. It needs a measurable set, a derivative at each of its points, and injectivity on the set. It then equates the integral over the image with the integral over the set, weighted by the absolute determinant. The set need not be open, so the chamber can keep its edge $\theta=\pi/2$. Nor does the theorem ask for a differentiable inverse, so $\arg z$ never has to be differentiated across its branch cut.

```lean
/-- The integral of a non-negative function over all real symmetric 2 by 2 matrices equals its
integral over ordered levels `l1 > l2` and angle `-π/2 < θ ≤ π/2` with the weight `|l1 - l2|`. -/
theorem lintegral_eq_chamber (g : (Fin 3 → ℝ) → ℝ≥0∞) :
    ∫⁻ x, g x = ∫⁻ p in chamber, ENNReal.ofReal |p 0 - p 1| * g (entries p) := by
  have hm : MeasurableSet chamber :=
    (measurableSet_lt (measurable_pi_apply 1) (measurable_pi_apply 0)).inter
      ((measurableSet_lt measurable_const (measurable_pi_apply 2)).inter
        (measurableSet_le (measurable_pi_apply 2) measurable_const))
  have h := lintegral_image_eq_lintegral_abs_det_fderiv_mul volume hm
    (f' := fderiv ℝ entries)
    (fun p _ => (hasFDerivAt_entries p).differentiableAt.hasFDerivAt.hasFDerivWithinAt)
    injOn_entries g
  simp only [abs_det_fderiv_entries] at h
  -- the matrices that are missed lie in the plane `c = 0`, which has measure zero
  have hae : entries '' chamber =ᵐ[volume] Set.univ := by
    rw [ae_eq_univ, image_chamber]
    refine measure_mono_null
      (t := (LinearMap.ker (LinearMap.proj 2 : (Fin 3 → ℝ) →ₗ[ℝ] ℝ) : Set (Fin 3 → ℝ)))
      ?_ (Measure.addHaar_submodule volume _ ?_)
    · intro x hx
      exact LinearMap.mem_ker.2 (by_contra fun h2 => hx (Or.inr h2))
    · intro ht
      have h1 : (fun _ => 1 : Fin 3 → ℝ) ∈
          LinearMap.ker (LinearMap.proj 2 : (Fin 3 → ℝ) →ₗ[ℝ] ℝ) := by
        rw [ht]
        trivial
      have h2 : (1 : ℝ) = 0 := LinearMap.mem_ker.1 h1
      exact one_ne_zero h2
  rw [← h, setLIntegral_congr hae, setLIntegral_univ]
```

The symbol `∫⁻` denotes the integral of functions with values in $[0,\infty]$, so both sides may be infinite. In the proof, `h` is the formula over the image of the chamber, and `hae` replaces that image by the whole space. For `hae` the missed line is enclosed in the plane $c=0$, a proper linear subspace and therefore a null set.

## The Gaussian weight and linear repulsion

The Gaussian orthogonal ensemble (GOE) is a statistical model of a Hamiltonian whose entries are known only through their distribution. Here its weight is postulated as $e^{-\mathrm{tr}\,H^2/2}$: the entries are independent and centred, with variance $1$ for $a$ and $b$ and $1/2$ for $c$, and no orthonormal real basis is preferred. The trace depends only on the levels:

$$\mathrm{tr}\,H^2=a^2+b^2+2c^2=\tfrac12\left[(a+b)^2+(a-b)^2+(2c)^2\right]=l_1^2+l_2^2.$$

Inserting this into the integral formula turns the weight into

$$|l_1-l_2|\,e^{-(l_1^2+l_2^2)/2}\,dl_1\,dl_2\,d\theta.$$

The exponential stays positive when the levels meet, so the weight vanishes linearly with the gap. In quantum mechanics this is linear level repulsion for a random two-state Hamiltonian with real entries.

```lean
/-- The Gaussian weight `exp(-tr H²/2)` on real symmetric 2 by 2 matrices becomes
`|l1 - l2| exp(-(l1² + l2²)/2)` in ordered levels `l1 > l2` and angle `-π/2 < θ ≤ π/2`, when
integrated against any non-negative function `f` of the entries. -/
theorem goe_weight (f : (Fin 3 → ℝ) → ℝ≥0∞) :
    ∫⁻ x, ENNReal.ofReal (Real.exp (-(symm x * symm x).trace / 2)) * f x =
      ∫⁻ p in chamber, ENNReal.ofReal
        (|p 0 - p 1| * Real.exp (-(p 0 ^ 2 + p 1 ^ 2) / 2)) * f (entries p) := by
  have ht (p : Fin 3 → ℝ) :
      (symm (entries p) * symm (entries p)).trace = p 0 ^ 2 + p 1 ^ 2 := by
    have e : (symm (entries p) * symm (entries p)).trace =
        entries p 0 ^ 2 + entries p 1 ^ 2 + 2 * entries p 2 ^ 2 := by
      simp [symm, Matrix.trace_fin_two]
      ring
    rw [e]
    linear_combination (entries p 0 + entries p 1 + (p 0 + p 1)) / 2 * (double_angle p).1
      - 1 / 2 * gap_sq p
  rw [lintegral_eq_chamber]
  refine lintegral_congr fun p => ?_
  rw [ht, ENNReal.ofReal_mul (abs_nonneg _), mul_assoc]

end

end GOELevelRepulsion
```

The function `f` is an arbitrary non-negative observable of the matrix entries. Inside the proof, `ht` is the trace identity, obtained from the sum of the levels and `gap_sq`; the rest is the integral formula applied to the weighted observable. The weight is unnormalised, and dividing it by its total mass $2\pi^{3/2}$ gives a probability density on the chamber.

The result treats real symmetric matrices of size two. Larger matrices and complex Hermitian ones, whose eigenvectors need more parameters than a single angle, are not covered, and no distribution of the spacing is derived.

```lean
#print axioms GOELevelRepulsion.rotated_eq_symm
-- 'GOELevelRepulsion.rotated_eq_symm' depends on axioms: [propext, Classical.choice, Quot.sound]
#print axioms GOELevelRepulsion.hasFDerivAt_entries
-- 'GOELevelRepulsion.hasFDerivAt_entries' depends on axioms: [propext, Classical.choice, Quot.sound]
#print axioms GOELevelRepulsion.goe_weight
-- 'GOELevelRepulsion.goe_weight' depends on axioms: [propext, Classical.choice, Quot.sound]
```
